# The two-energy PAW map tends to the value-and-derivative map (finite basis, fixed projector functions, invertible limit overlap)

## What is held fixed when two energies merge

A projector augmented-wave (PAW) transformation built from partial waves at two energies \(e\) and \(e+h\) has no direct meaning at \(h=0\), where the two partial waves coincide and the overlap matrix that must be inverted is singular. A statement about merging energies must therefore fix along which \(h\) the limit runs and which ingredients move with \(h\). Here \(h\) tends to zero through nonzero real values of either sign, the partial waves follow the energy, and the two raw projector functions are held fixed. The partial waves are arbitrary vector functions of the energy, differentiable at the single point \(e\); no Hamiltonian enters.

## The transformation in a finite basis

Let \(n\) be a finite set of basis labels, so that a state is a vector in \(\mathbb{C}^n\), and let \(m\) be a finite set of channels. Three \(n\times m\) matrices hold vectors as columns: \(\Phi\) the all-electron partial waves, \(\tilde\Phi\) the pseudo partial waves, and \(F\) the raw projector functions. With \(F^H\) the conjugate transpose, the overlap is the \(m\times m\) matrix \(S=F^H\tilde\Phi\). If \(S\) is invertible, the rows of \(S^{-1}F^H\) are projectors dual to the pseudo partial waves, because \(S^{-1}F^H\tilde\Phi=1\). The transformation is

\[ T(\Phi,\tilde\Phi)=1+(\Phi-\tilde\Phi)\,(F^H\tilde\Phi)^{-1}F^H . \]

Duality gives at once

\[ T(\Phi,\tilde\Phi)\,\tilde\Phi=\tilde\Phi+(\Phi-\tilde\Phi)S^{-1}S=\Phi , \]

so each pseudo partial wave is sent to its all-electron partner.

Now take two channels, labelled 0 and 1. Let \(\phi(E)\) and \(\tilde\phi(E)\) be vectors in \(\mathbb{C}^n\) that depend on a real energy \(E\), with derivatives \(\phi'\) and \(\tilde\phi'\) at \(E=e\). Write \([u,v]\) for the \(n\times2\) matrix with \(u\) in column 0 and \(v\) in column 1. The two-energy overlap and map are

\[ S_h=F^H[\tilde\phi(e),\tilde\phi(e+h)],\qquad T_h=T\big([\phi(e),\phi(e+h)],\,[\tilde\phi(e),\tilde\phi(e+h)]\big), \]

and those built from values and derivatives are

\[ S_*=F^H[\tilde\phi(e),\tilde\phi'],\qquad T_*=T\big([\phi(e),\phi'],\,[\tilde\phi(e),\tilde\phi']\big). \]

## Three results and their Lean form

The main theorem, `pawMap_two_energies_tendsto`, says: if \(S_*\) is invertible, then \(S_h\) is invertible for all sufficiently small nonzero \(h\), and \(T_h\to T_*\) as nonzero \(h\) tends to zero. The theorem `det_overlap_div_tendsto` says that \(\det S_h/h\to\det S_*\); it needs only the derivative of \(\tilde\phi\) and makes no assumption on \(S_*\). The theorem `residual_first_order` says that, for invertible \(S_*\), the residual \(r(E)=T_*\tilde\phi(E)-\phi(E)\) satisfies \(r(e)=0\) and has derivative zero at \(e\).

In the code \(T(\Phi,\tilde\Phi)\) is `pawMap F Phi Phit` and \([u,v]\) is `pair u v`, whose columns carry the indices 0 and 1 of `Fin 2`. The functions `phi` and `phit` have type `ℝ → n → ℂ`. The names `phi'` and `phit'` denote single vectors, tied to the functions by `HasDerivAt phi phi' e` and `HasDerivAt phit phit' e`; nothing is assumed about derivatives at other energies. Invertibility is written as `IsUnit` of a determinant, which over \(\mathbb{C}\) means that the determinant is nonzero. The filter `𝓝[≠] 0` describes small nonzero \(h\), `∀ᶠ` reads "for all \(h\) close enough to zero and different from it", and convergence of matrices is entry by entry. Mathlib assigns the zero matrix as inverse of a singular matrix, so `pawMap` returns the identity there; the first half of the main theorem shows that this singular case does not occur for small nonzero \(h\).

The hypothesis that \(S_*\) is invertible, called `hS` in the main theorem and in `residual_first_order`, is assumed and not derived. It states that a combination \(a\,\tilde\phi(e)+b\,\tilde\phi'\) is orthogonal to both columns of \(F\) only for \(a=b=0\), so that in particular \(\tilde\phi(e)\) and \(\tilde\phi'\) are linearly independent: the raw projector functions must resolve the pseudo partial wave and its energy derivative as two independent channels. The product \(F^H\tilde\Phi\) is the plain Euclidean one, which corresponds to an orthonormal basis; a basis overlap or a set of quadrature weights would have to be absorbed into \(F\). No normalisation is imposed on any vector.

Several features of a real PAW construction are absent. The partial waves need not solve a radial equation, \(\phi\) and \(\tilde\phi\) need not agree outside an augmentation sphere, \(F\) need not be localised, and there is one site with two channels. The theorems give no rate of convergence, no explicit size of the interval of admissible \(h\), and no statement that \(T_*\) is invertible. Raw projector functions that are regenerated at each \(h\) are not covered.

The result bears on the choice of reference energies for partial waves in electronic-structure work: for a finite basis, two channels, fixed \(F\) and invertible \(S_*\), moving the two energies together makes the overlap singular but leaves the transformation with a finite limit, which can be computed from the values and energy derivatives of \(\phi\) and \(\tilde\phi\) at \(e\) by inverting \(S_*\). If \(S_*\) is singular the limit need not exist: \(F=1\), \(e=0\), \(\tilde\phi(E)=(1,E^2)\), \(\phi(E)=(1,E)\) give a diagonal \(T_h\) with entries \(1\) and \(1/h\).

## Mixing the channels leaves the map unchanged

Let \(M\) be an invertible \(m\times m\) matrix and replace \(\Phi,\tilde\Phi\) by \(\Phi M,\tilde\Phi M\), with \(F\) untouched. The new overlap is \(SM\), with \(\det(SM)=\det S\,\det M\neq0\) when \(S\) is invertible. Since \((SM)^{-1}=M^{-1}S^{-1}\),

\[ T(\Phi M,\tilde\Phi M)=1+(\Phi-\tilde\Phi)\,M M^{-1}S^{-1}F^H=T(\Phi,\tilde\Phi). \]

The rule uses the same \(M\) on both sets of partial waves; when the columns of \(\Phi\) are linearly independent, two different invertible matrices would change the map.

## From the second energy to the difference quotient

For a vector function \(f\) of the energy and \(h\neq0\), define the difference quotient and the pair

\[ D_hf=\frac{f(e+h)-f(e)}{h},\qquad Q_h(f)=[f(e),D_hf]. \]

Because \(f(e+h)=f(e)+h\,D_hf\),

\[ [f(e),f(e+h)]=Q_h(f)\,M_h,\qquad M_h=\begin{pmatrix}1&1\\0&h\end{pmatrix},\qquad \det M_h=h . \]

Column 0 of the product is \(f(e)\cdot1+D_hf\cdot0\), and column 1 is \(f(e)\cdot1+D_hf\cdot h\). The matrix \(M_h\) does not depend on \(f\), so it serves for \(\phi\) and \(\tilde\phi\) alike. If \(f\) has derivative \(f'\) at \(e\), then \(D_hf\to f'\) and hence \(Q_h(f)\to[f(e),f']\).

## Passing to the limit

Put \(S^Q_h=F^HQ_h(\tilde\phi)\). Products and determinants are polynomials in the matrix entries, so \(S^Q_h\to S_*\) and \(\det S^Q_h\to\det S_*\). If \(\det S_*\neq0\), then \(\det S^Q_h\neq0\) for small nonzero \(h\). For those \(h\) both \(S^Q_h\) and \(M_h\) are invertible, so the mixing rule shows that \(S_h=S^Q_hM_h\) is invertible and that

\[ T_h=T\big(Q_h(\phi)M_h,\,Q_h(\tilde\phi)M_h\big)=T\big(Q_h(\phi),Q_h(\tilde\phi)\big). \]

The inverse of a matrix is its adjugate divided by its determinant, and is therefore continuous where the determinant is nonzero. Thus \((S^Q_h)^{-1}\to S_*^{-1}\), the difference \(Q_h(\phi)-Q_h(\tilde\phi)\) tends to \([\phi(e),\phi']-[\tilde\phi(e),\tilde\phi']\), and the product of the three factors converges, which gives \(T_h\to T_*\). The factor \(M_h\), which becomes singular at \(h=0\), cancels before the limit is taken.

The determinant statement follows from the same factorisation: \(\det S_h=h\det S^Q_h\) for every \(h\neq0\), so \(\det S_h/h=\det S^Q_h\to\det S_*\). When \(S_*\) is invertible, \(\det S_h\) vanishes exactly to first order in \(h\); when \(S_*\) is singular it vanishes faster than \(h\).

For the residual, read \(T_*[\tilde\phi(e),\tilde\phi']=[\phi(e),\phi']\) by columns. Column 0 gives \(T_*\tilde\phi(e)=\phi(e)\), that is \(r(e)=0\). Column 1 gives \(T_*\tilde\phi'=\phi'\), and since \(T_*\) does not depend on \(E\), the derivative of \(r\) at \(e\) is \(T_*\tilde\phi'-\phi'=0\). This means that \(r(E)/(E-e)\to0\) as \(E\to e\); a quadratic bound on \(r\) would need more smoothness than is assumed.

## A basis of two functions

The remarks on this example are worked out in the text alone and have no theorem in the file behind them. If \(n\) has fewer than two elements, \(S_*\) has rank at most one, `hS` is false, and the two theorems that assume it say nothing; the determinant theorem still applies, with both determinants zero. If \(n\) has two elements, `hS` makes \(F\) and \([\tilde\phi(e),\tilde\phi']\) invertible square matrices, and \(F\) drops out: \(T(\Phi,\tilde\Phi)=\Phi\tilde\Phi^{-1}\). Take \(e=0\), \(F=1\), \(\tilde\phi(E)=(1,E)\) and \(\phi(E)=(1,2E+E^2)\). Then \(\tilde\phi'=(0,1)\), \(\phi'=(0,2)\), \(S_*=1\), \(S_h=M_h\), and

\[ T_h=\begin{pmatrix}1&1\\0&2h+h^2\end{pmatrix}\begin{pmatrix}1&-1/h\\0&1/h\end{pmatrix}=\begin{pmatrix}1&0\\0&2+h\end{pmatrix}\;\to\;\begin{pmatrix}1&0\\0&2\end{pmatrix}=T_* . \]

The dual projectors, the rows of \(S_h^{-1}F^H\), contain entries \(\pm1/h\) and diverge, while \(T_h\) stays finite. Here \(\det S_h/h=1\) for every nonzero \(h\), and \(r(E)=(0,-E^2)\).

## The Lean file

```lean
import Mathlib

open Matrix Filter Topology

namespace EnergyDerivativePartialWaves

noncomputable section

variable {n m : Type*} [Fintype n] [DecidableEq n] [Fintype m] [DecidableEq m]

/-- The transformation `1 + (Phi - Phit) (Fᴴ Phit)⁻¹ Fᴴ` built from all-electron partial waves
`Phi`, pseudo partial waves `Phit` and raw projector functions `F` (all as columns). -/
def pawMap (F Phi Phit : Matrix n m ℂ) : Matrix n n ℂ :=
  1 + (Phi - Phit) * (Fᴴ * Phit)⁻¹ * Fᴴ

/-- The matrix whose two columns are the vectors `u` and `v`. -/
def pair (u v : n → ℂ) : Matrix n (Fin 2) ℂ :=
  Matrix.of fun i => ![u i, v i]

/-- The partial wave at energy `e` next to its difference quotient with energy step `h`. -/
def quotPair (f : ℝ → n → ℂ) (e h : ℝ) : Matrix n (Fin 2) ℂ :=
  pair (f e) (h⁻¹ • (f (e + h) - f e))

/-- With `F` fixed, mixing both sets of partial waves by one invertible matrix keeps the
overlap `Fᴴ Phit` invertible and leaves the transformation unchanged. -/
theorem pawMap_mix (F Phi Phit : Matrix n m ℂ) (M : Matrix m m ℂ)
    (hS : IsUnit (Fᴴ * Phit).det) (hM : IsUnit M.det) :
    IsUnit (Fᴴ * (Phit * M)).det ∧ pawMap F (Phi * M) (Phit * M) = pawMap F Phi Phit := by
  constructor
  · rw [← Matrix.mul_assoc, Matrix.det_mul]
    exact hS.mul hM
  · unfold pawMap
    rw [← Matrix.sub_mul, ← Matrix.mul_assoc Fᴴ Phit M, Matrix.mul_inv_rev,
      Matrix.mul_assoc (Phi - Phit) M, ← Matrix.mul_assoc M, Matrix.mul_nonsing_inv M hM,
      Matrix.one_mul]

omit [Fintype n] [DecidableEq n] in
/-- The partial waves at energies `e` and `e + h` are a triangular mixture of the partial wave
at `e` and its difference quotient. -/
theorem pair_eq_quotPair_mul (f : ℝ → n → ℂ) (e h : ℝ) (hh : h ≠ 0) :
    pair (f e) (f (e + h)) = quotPair f e h * !![1, 1; 0, (h : ℂ)] := by
  have hc : (h : ℂ) ≠ 0 := Complex.ofReal_ne_zero.mpr hh
  ext i j
  fin_cases j
  · simp [quotPair, pair, Matrix.mul_apply, Fin.sum_univ_two]
  · simp [quotPair, pair, Matrix.mul_apply, Fin.sum_univ_two]
    field_simp
    ring

omit [DecidableEq n] in
/-- As the nonzero step tends to zero, the pair of value and difference quotient tends to the
pair of value and energy derivative. -/
theorem quotPair_tendsto {f : ℝ → n → ℂ} {f' : n → ℂ} {e : ℝ} (hf : HasDerivAt f f' e) :
    Tendsto (quotPair f e) (𝓝[≠] 0) (𝓝 (pair (f e) f')) := by
  have hc : Continuous fun v : n → ℂ => pair (f e) v := by
    refine continuous_matrix fun i j => ?_
    fin_cases j
    · show Continuous fun _ : n → ℂ => f e i
      exact continuous_const
    · show Continuous fun v : n → ℂ => v i
      exact continuous_apply i
  exact (hc.tendsto f').comp (hasDerivAt_iff_tendsto_slope_zero.mp hf)

/-- The product of two convergent families of rectangular matrices converges to the product of
the limits. -/
theorem tendsto_matrix_mul {α a b c : Type*} [Fintype b] {l : Filter α}
    {A : α → Matrix a b ℂ} {B : α → Matrix b c ℂ} {A₀ : Matrix a b ℂ} {B₀ : Matrix b c ℂ}
    (hA : Tendsto A l (𝓝 A₀)) (hB : Tendsto B l (𝓝 B₀)) :
    Tendsto (fun x => A x * B x) l (𝓝 (A₀ * B₀)) := by
  have hc : Continuous fun q : Matrix a b ℂ × Matrix b c ℂ => q.1 * q.2 :=
    continuous_fst.matrix_mul continuous_snd
  have h := (hc.tendsto (A₀, B₀)).comp (hA.prodMk_nhds hB)
  simpa only [Function.comp_def] using h

/-- If partial waves converge to a limit with invertible overlap `Fᴴ Phit`, their overlaps are
eventually invertible and their transformations converge to that of the limit. -/
theorem pawMap_tendsto {α : Type*} {l : Filter α} (F : Matrix n m ℂ)
    {P Pt : α → Matrix n m ℂ} {Phi Phit : Matrix n m ℂ}
    (hP : Tendsto P l (𝓝 Phi)) (hPt : Tendsto Pt l (𝓝 Phit))
    (hS : IsUnit (Fᴴ * Phit).det) :
    (∀ᶠ a in l, IsUnit (Fᴴ * Pt a).det) ∧
      Tendsto (fun a => pawMap F (P a) (Pt a)) l (𝓝 (pawMap F Phi Phit)) := by
  have h1 : Tendsto (fun a => Fᴴ * Pt a) l (𝓝 (Fᴴ * Phit)) :=
    tendsto_matrix_mul tendsto_const_nhds hPt
  have hc : Continuous fun X : Matrix m m ℂ => X.det := continuous_id.matrix_det
  have hdet : Tendsto (fun a => (Fᴴ * Pt a).det) l (𝓝 (Fᴴ * Phit).det) := by
    have h := (hc.tendsto (Fᴴ * Phit)).comp h1
    simpa only [Function.comp_def] using h
  -- inversion is continuous at an invertible matrix
  have hinv : ContinuousAt Inv.inv (Fᴴ * Phit) :=
    continuousAt_matrix_inv _ (by
      rw [Ring.inverse_eq_inv']
      exact continuousAt_inv₀ hS.ne_zero)
  have h2 : Tendsto (fun a => (Fᴴ * Pt a)⁻¹) l (𝓝 (Fᴴ * Phit)⁻¹) := by
    have h := hinv.tendsto.comp h1
    simpa only [Function.comp_def] using h
  have h3 : Tendsto (fun a => P a - Pt a) l (𝓝 (Phi - Phit)) := hP.sub hPt
  have h4 := tendsto_matrix_mul h3 h2
  have hF : Tendsto (fun _ : α => Fᴴ) l (𝓝 Fᴴ) := tendsto_const_nhds
  have h5 := tendsto_matrix_mul h4 hF
  have hone : Tendsto (fun _ : α => (1 : Matrix n n ℂ)) l (𝓝 1) := tendsto_const_nhds
  have h6 := hone.add h5
  refine ⟨(hdet.eventually_ne hS.ne_zero).mono fun a ha => isUnit_iff_ne_zero.mpr ha, ?_⟩
  simpa only [pawMap] using h6

/-- If `Fᴴ [phit e, phit']` is invertible, then for small nonzero `h` so is `Fᴴ [phit e, phit (e +
h)]`, and the transformation built from energies `e`, `e + h` tends to the one built from values and
energy derivatives at `e`. -/
theorem pawMap_two_energies_tendsto (F : Matrix n (Fin 2) ℂ) {phi phit : ℝ → n → ℂ}
    {phi' phit' : n → ℂ} {e : ℝ} (hphi : HasDerivAt phi phi' e)
    (hphit : HasDerivAt phit phit' e) (hS : IsUnit (Fᴴ * pair (phit e) phit').det) :
    (∀ᶠ h in 𝓝[≠] (0 : ℝ), IsUnit (Fᴴ * pair (phit e) (phit (e + h))).det) ∧
      Tendsto (fun h => pawMap F (pair (phi e) (phi (e + h))) (pair (phit e) (phit (e + h))))
        (𝓝[≠] 0) (𝓝 (pawMap F (pair (phi e) phi') (pair (phit e) phit'))) := by
  obtain ⟨hu, ht⟩ := pawMap_tendsto F (quotPair_tendsto hphi) (quotPair_tendsto hphit) hS
  -- for small nonzero h the two-energy map is the difference-quotient map
  have key : ∀ᶠ h in 𝓝[≠] (0 : ℝ), IsUnit (Fᴴ * pair (phit e) (phit (e + h))).det ∧
      pawMap F (pair (phi e) (phi (e + h))) (pair (phit e) (phit (e + h))) =
        pawMap F (quotPair phi e h) (quotPair phit e h) := by
    filter_upwards [hu, self_mem_nhdsWithin] with h h1 h2
    have hh : h ≠ 0 := h2
    rw [pair_eq_quotPair_mul phi e h hh, pair_eq_quotPair_mul phit e h hh]
    apply pawMap_mix F _ _ _ h1
    rw [isUnit_iff_ne_zero, Matrix.det_fin_two_of]
    simpa using hh
  exact ⟨key.mono fun h hh => hh.1, ht.congr' (key.mono fun h hh => hh.2.symm)⟩

omit [DecidableEq n] in
/-- The determinant of the two-energy overlap divided by the step `h` tends to the determinant
of the overlap with value and energy derivative. -/
theorem det_overlap_div_tendsto (F : Matrix n (Fin 2) ℂ) {phit : ℝ → n → ℂ}
    {phit' : n → ℂ} {e : ℝ} (hphit : HasDerivAt phit phit' e) :
    Tendsto (fun h : ℝ => (Fᴴ * pair (phit e) (phit (e + h))).det / (h : ℂ)) (𝓝[≠] 0)
      (𝓝 (Fᴴ * pair (phit e) phit').det) := by
  have hc : Continuous fun X : Matrix n (Fin 2) ℂ => (Fᴴ * X).det :=
    (continuous_const.matrix_mul continuous_id).matrix_det
  have ht : Tendsto (fun h => (Fᴴ * quotPair phit e h).det) (𝓝[≠] 0)
      (𝓝 (Fᴴ * pair (phit e) phit').det) := (hc.tendsto _).comp (quotPair_tendsto hphit)
  refine ht.congr' ?_
  filter_upwards [self_mem_nhdsWithin] with h h2
  have hh : h ≠ 0 := h2
  have hc' : (h : ℂ) ≠ 0 := Complex.ofReal_ne_zero.mpr hh
  rw [pair_eq_quotPair_mul phit e h hh, ← Matrix.mul_assoc, Matrix.det_mul,
    Matrix.det_fin_two_of, eq_div_iff hc']
  ring

/-- For an invertible overlap the transformation sends the pseudo partial waves to the
all-electron ones. -/
theorem pawMap_mul_pseudo (F Phi Phit : Matrix n m ℂ) (hS : IsUnit (Fᴴ * Phit).det) :
    pawMap F Phi Phit * Phit = Phi := by
  unfold pawMap
  rw [Matrix.add_mul, Matrix.one_mul, Matrix.mul_assoc, Matrix.mul_assoc,
    Matrix.nonsing_inv_mul _ hS, Matrix.mul_one]
  abel

/-- If `Fᴴ [phit e, phit']` is invertible, then for the transformation `T` built from values and
energy derivatives at `e`, the residual `T phit(E) - phi(E)` vanishes at `E = e` together with its
first energy derivative. -/
theorem residual_first_order (F : Matrix n (Fin 2) ℂ) {phi phit : ℝ → n → ℂ}
    {phi' phit' : n → ℂ} {e : ℝ} (hphi : HasDerivAt phi phi' e)
    (hphit : HasDerivAt phit phit' e) (hS : IsUnit (Fᴴ * pair (phit e) phit').det) :
    pawMap F (pair (phi e) phi') (pair (phit e) phit') *ᵥ phit e - phi e = 0 ∧
      HasDerivAt
        (fun E => pawMap F (pair (phi e) phi') (pair (phit e) phit') *ᵥ phit E - phi E) 0 e := by
  have hT := pawMap_mul_pseudo F (pair (phi e) phi') (pair (phit e) phit') hS
  generalize pawMap F (pair (phi e) phi') (pair (phit e) phit') = T at hT ⊢
  -- read the matrix identity column by column
  have h0 : T *ᵥ phit e = phi e := funext fun i => congrFun (congrFun hT i) 0
  have h1 : T *ᵥ phit' = phi' := funext fun i => congrFun (congrFun hT i) 1
  have hd : HasDerivAt (fun E => T *ᵥ phit E) (T *ᵥ phit') e :=
    hasDerivAt_pi.2 fun i => by
      show HasDerivAt (fun E => ∑ j, T i j * phit E j) (∑ j, T i j * phit' j) e
      exact HasDerivAt.fun_sum fun j _ => (hasDerivAt_pi.1 hphit j).const_mul (T i j)
  refine ⟨sub_eq_zero.mpr h0, ?_⟩
  have h2 := hd.fun_sub hphi
  rwa [h1, sub_self] at h2

end

end EnergyDerivativePartialWaves
```

```lean
#print axioms EnergyDerivativePartialWaves.pawMap_two_energies_tendsto
#print axioms EnergyDerivativePartialWaves.det_overlap_div_tendsto
#print axioms EnergyDerivativePartialWaves.residual_first_order
```

```
'EnergyDerivativePartialWaves.pawMap_two_energies_tendsto' depends on axioms: [propext, Classical.choice, Quot.sound]
'EnergyDerivativePartialWaves.det_overlap_div_tendsto' depends on axioms: [propext, Classical.choice, Quot.sound]
'EnergyDerivativePartialWaves.residual_first_order' depends on axioms: [propext, Classical.choice, Quot.sound]
```

## The two algebraic lemmas

`pawMap_mix` is the mixing rule for any channel set `m`. Its first part writes the new overlap as \(SM\) and applies `Matrix.det_mul`. Its second part is the chain of equalities above: `Matrix.sub_mul` pulls \(M\) out of \(\Phi M-\tilde\Phi M\), `Matrix.mul_inv_rev` reverses the inverse of \(SM\), and `Matrix.mul_nonsing_inv M hM` cancels \(MM^{-1}\).

`quotPair f e h` is \(Q_h(f)\), and `pair_eq_quotPair_mul` is the factorisation with \(M_h\) written as `!![1, 1; 0, (h : ℂ)]`. The proof compares entries, one column at a time. In column 1, `field_simp` clears the factor \(1/h\) by means of \(h\neq0\), and `ring` confirms \(f(e+h)=f(e)+h\,D_hf\).

## The continuity lemmas

`quotPair_tendsto` first shows that \(v\mapsto[f(e),v]\) is continuous, column 0 being constant and column 1 a coordinate of \(v\). It then composes this map with `hasDerivAt_iff_tendsto_slope_zero`, which restates differentiability as convergence of \(D_hf\) along nonzero \(h\). `tendsto_matrix_mul` is the rule that a product of convergent rectangular matrices converges to the product of the limits.

`pawMap_tendsto` is stated for families of partial waves that converge along an arbitrary filter `l`, and it follows the formula for \(T\) factor by factor. The steps `h1` and `hdet` give convergence of the overlap and its determinant. In `hinv`, `continuousAt_matrix_inv` reduces continuity of the matrix inverse to continuity of the scalar reciprocal at the determinant, which `continuousAt_inv₀ hS.ne_zero` supplies. The steps `h2` to `h6` assemble the inverse, the difference, the two products and the added identity. Invertibility near the limit comes from `hdet.eventually_ne`: a quantity that tends to a nonzero number is eventually nonzero.

## Assembling the three theorems

`pawMap_two_energies_tendsto` applies `pawMap_tendsto` to the two quotient pairs. This yields `hu`, invertibility of \(S^Q_h\) for small nonzero \(h\), and `ht`, convergence of the quotient map to \(T_*\). The statement `key` is proved for those \(h\) that are nonzero and satisfy `hu`: both two-energy pairs are rewritten as \(Q_hM_h\), and `pawMap_mix` is applied; its hypothesis on \(M_h\) is then checked by evaluating \(\det M_h\) with `Matrix.det_fin_two_of`. Finally `ht.congr'` transfers the limit from the quotient map to \(T_h\), since the two agree for small nonzero \(h\).

`det_overlap_div_tendsto` has the same shape. The step `ht` is \(\det S^Q_h\to\det S_*\), and the closing rewrite establishes \(\det S^Q_h=\det S_h/h\) for \(h\neq0\) by `Matrix.det_mul`.

`pawMap_mul_pseudo` is the identity \(T\tilde\Phi=\Phi\), where `Matrix.nonsing_inv_mul` cancels \(S^{-1}S\). In `residual_first_order`, `generalize` replaces the map by an arbitrary matrix `T` that retains only this property. The steps `h0` and `h1` are columns 0 and 1 of the identity. The step `hd` differentiates \(T\tilde\phi(E)\) component by component as the finite sum \(\sum_jT_{ij}\tilde\phi_j(E)\) over basis labels \(j\), for each basis label \(i\). Subtracting `hphi` gives the derivative \(T\tilde\phi'-\phi'\), which `h1` turns into zero.
